# On a finite lattice, the potentials sharing a pure-state ground density form a closed convex set

Suppose two density-to-potential inversions on a lattice return different potentials for the same target density. If the set of valid potentials were not convex, their average might have no ground state with that density. If the set were not closed, a convergent sequence of valid potentials might have an invalid limit. Neither happens in lattice density functional theory when the state space is finite-dimensional, the potential enters linearly, and "valid" means that some pure ground state has the target density.

## Finite model, pure states, any target density

The Hamiltonian is $H(v)=H_0+\sum_i v_i n_i$, with real $v_i$. The finite type `L` labels sites and `m` labels basis states, for instance those of a fixed particle-number sector. `H0` may contain interactions. The site operators `n i` need only be Hermitian; they need not commute or have occupation numbers as eigenvalues.

In Lean 4 with Mathlib:

```lean
import Mathlib

open Matrix

namespace LatticePotentialSet

noncomputable section

/-- A lattice model: a Hermitian Hamiltonian `H0` without external potential and a Hermitian density
operator `n i` for each site `i`. -/
structure LatticeModel (L m : Type*) where
  H0 : Matrix m m ℂ
  n : L → Matrix m m ℂ
  H0_herm : H0.IsHermitian
  n_herm : ∀ i, (n i).IsHermitian
```

Write $\langle A\rangle_\psi$ for the real part of $\psi^\dagger A\psi$, which is `expect A ψ`.

```lean
variable {L m : Type*} [Fintype L] [Fintype m]

/-- The real part of `ψ† A ψ`. For Hermitian `A` and a unit vector `ψ` this is the expectation value
of `A` in the state `ψ`. -/
def expect (A : Matrix m m ℂ) (ψ : m → ℂ) : ℝ := (star ψ ⬝ᵥ A *ᵥ ψ).re

/-- A ground state is a unit vector whose energy is minimal among all unit vectors. -/
structure IsGroundState (A : Matrix m m ℂ) (ψ : m → ℂ) : Prop where
  unit : star ψ ⬝ᵥ ψ = 1
  le : ∀ φ : m → ℂ, star φ ⬝ᵥ φ = 1 → expect A ψ ≤ expect A φ

/-- The Hamiltonian `H0 + ∑ v i n i` in the external potential `v`. -/
def LatticeModel.ham (M : LatticeModel L m) (v : L → ℝ) : Matrix m m ℂ :=
  M.H0 + ∑ i, (v i : ℂ) • M.n i
```

The density of $\psi$ has components $\langle n_i\rangle_\psi$. For a fixed vector $\rho$, `M.potentials ρ` collects every $v$ for which at least one unit ground state has density $\rho$.

```lean
/-- The site density of a state. -/
def LatticeModel.density (M : LatticeModel L m) (ψ : m → ℂ) : L → ℝ :=
  fun i => expect (M.n i) ψ

/-- The potentials for which some ground state has density `ρ`. -/
def LatticeModel.potentials (M : LatticeModel L m) (ρ : L → ℝ) : Set (L → ℝ) :=
  {v | ∃ ψ, IsGroundState (M.ham v) ψ ∧ M.density ψ = ρ}
```

The main theorem, `potentials_closed_convex`, assumes nothing about $\rho$. If no potential produces it, the set is empty, hence closed and convex. Ensemble densities and infinite-dimensional spaces are not covered. The examples below with a hypothesis removed are arguments in the prose, not theorems of the file.

## Minimal energy among all unit vectors

Minimality says that $\psi$ is a true ground state, not merely a stationary one. By hand it supplies every energy comparison. For a nonzero vector $\varphi$ of any norm, comparison with $\varphi/\|\varphi\|$ gives

$$\langle A\rangle_\psi\,\|\varphi\|^2\le\langle A\rangle_\varphi .$$

For $\varphi=0$ both sides vanish. `ground_energy_le` makes the same case split and rescaling, using the two preceding norm lemmas. An excited eigenstate violates this bound, so the comparisons below are unavailable for it.

```lean
/-- The squared norm of a vector is the sum of the squared moduli of its components. -/
theorem star_dot_self (φ : m → ℂ) :
    star φ ⬝ᵥ φ = ((∑ i, Complex.normSq (φ i) : ℝ) : ℂ) := by
  simp only [dotProduct, Complex.ofReal_sum]
  exact Finset.sum_congr rfl fun i _ => Complex.normSq_eq_conj_mul_self.symm

/-- A vector whose components have squared moduli summing to zero vanishes. -/
theorem eq_zero_of_sum_normSq {φ : m → ℂ} (h : ∑ i, Complex.normSq (φ i) = 0) : φ = 0 := by
  funext i
  exact Complex.normSq_eq_zero.1 ((Finset.sum_eq_zero_iff_of_nonneg
    (fun i _ => Complex.normSq_nonneg (φ i))).1 h i (Finset.mem_univ i))

/-- The variational principle for vectors of any norm: the ground energy times the squared
norm is a lower bound for the energy form. -/
theorem ground_energy_le {A : Matrix m m ℂ} {ψ : m → ℂ} (h : IsGroundState A ψ) (φ : m → ℂ) :
    expect A ψ * ∑ i, Complex.normSq (φ i) ≤ expect A φ := by
  have hN : 0 ≤ ∑ i, Complex.normSq (φ i) :=
    Finset.sum_nonneg fun i _ => Complex.normSq_nonneg (φ i)
  rcases hN.eq_or_lt with h0 | hpos
  · rw [eq_zero_of_sum_normSq h0.symm]
    simp [expect]
  · -- normalise `φ` and use minimality
    obtain ⟨c, hc⟩ : ∃ c : ℝ, c ^ 2 * ∑ i, Complex.normSq (φ i) = 1 :=
      ⟨(√(∑ i, Complex.normSq (φ i)))⁻¹, by
        rw [inv_pow, Real.sq_sqrt hN, inv_mul_cancel₀ hpos.ne']⟩
    have hu : star ((c : ℂ) • φ) ⬝ᵥ ((c : ℂ) • φ) = 1 := by
      simp only [star_smul, smul_dotProduct, dotProduct_smul, smul_eq_mul, Complex.star_def,
        Complex.conj_ofReal, star_dot_self]
      rw [← mul_assoc, ← pow_two]
      exact_mod_cast hc
    have he : expect A ((c : ℂ) • φ) = c ^ 2 * expect A φ := by
      simp only [expect, star_smul, Matrix.mulVec_smul, smul_dotProduct, dotProduct_smul,
        smul_eq_mul, Complex.star_def, Complex.conj_ofReal, Complex.re_ofReal_mul]
      ring
    have h1 := mul_le_mul_of_nonneg_right (h.le _ hu) hN
    rw [he] at h1
    calc _ ≤ _ := h1
      _ = expect A φ := by linear_combination expect A φ * hc
```

## Hermitian operators

Hermiticity makes energies and densities real observables. The closedness and convexity argument does not use it, because `expect` already takes a real part. It is needed to pass from minimal energy to the Schrödinger equation.

Let $A$ be Hermitian, $E=\langle A\rangle_\psi$ its ground energy and $B=A-E$. Then $\langle B\rangle_\varphi\ge0$ for all $\varphi$, and $\langle B\rangle_\psi=0$. Put $N=\|B\psi\|^2$ and $b=\langle B\rangle_{B\psi}\ge0$. For every real $t$,

$$0\le\langle B\rangle_{\psi+tB\psi}=2tN+t^2b,$$

where one cross term is $N$ by definition and Hermiticity makes the other equal to it. Choose $t=-s$ with $s=N/(b+1)$. The right side becomes $-s^2(b+2)$, so $s=0$, $N=0$ and $A\psi=E\psi$. In `ground_state_eigen`, `key` is the displayed inequality and `hs2` gives $s^2=0$.

Without Hermiticity this fails. The matrix $\begin{pmatrix}0&1\\-1&0\end{pmatrix}$ has zero real expectation in every state, so every unit vector is minimal, yet $(1,0)$ is sent to $(0,-1)$.

```lean
/-- A ground state of a Hermitian Hamiltonian solves the stationary Schrödinger equation. -/
theorem ground_state_eigen {A : Matrix m m ℂ} (hA : A.IsHermitian) {ψ : m → ℂ}
    (h : IsGroundState A ψ) : A *ᵥ ψ = (expect A ψ : ℂ) • ψ := by
  classical
  have hray := ground_energy_le h
  obtain ⟨E, hE⟩ : ∃ E, E = expect A ψ := ⟨_, rfl⟩
  rw [← hE] at hray ⊢
  -- the shifted Hamiltonian `B = A - E` is nonnegative and vanishes in the state `ψ`
  obtain ⟨B, hB⟩ : ∃ B, B = A - (E : ℂ) • (1 : Matrix m m ℂ) := ⟨_, rfl⟩
  have hBH : Bᴴ = B := by
    rw [hB, Matrix.conjTranspose_sub, Matrix.conjTranspose_smul, Matrix.conjTranspose_one,
      hA.eq, Complex.star_def, Complex.conj_ofReal]
  have hsub : ∀ φ, B *ᵥ φ = A *ᵥ φ - (E : ℂ) • φ := fun φ => by
    rw [hB, Matrix.sub_mulVec, Matrix.smul_mulVec, Matrix.one_mulVec]
  have hq : ∀ φ, expect B φ = expect A φ - E * ∑ i, Complex.normSq (φ i) := fun φ => by
    simp only [expect, hsub, dotProduct_sub, dotProduct_smul, star_dot_self, smul_eq_mul,
      Complex.sub_re, Complex.re_ofReal_mul, Complex.ofReal_re]
  have hpos : ∀ φ, 0 ≤ expect B φ := fun φ => by rw [hq]; linarith [hray φ]
  have hu : ∑ i, Complex.normSq (ψ i) = 1 := by
    have := h.unit
    rw [star_dot_self] at this
    exact_mod_cast this
  have hz : expect B ψ = 0 := by rw [hq, hu, ← hE]; ring
  have h2 : (star (B *ᵥ ψ) ⬝ᵥ B *ᵥ ψ).re = ∑ i, Complex.normSq ((B *ᵥ ψ) i) := by
    rw [star_dot_self, Complex.ofReal_re]
  have h1 : (star ψ ⬝ᵥ B *ᵥ (B *ᵥ ψ)).re = ∑ i, Complex.normSq ((B *ᵥ ψ) i) := by
    rw [← h2, Matrix.dotProduct_mulVec, Matrix.star_mulVec, hBH]
  -- vary `ψ` in the direction `B ψ`
  have key : ∀ t : ℝ, 0 ≤ 2 * t * (∑ i, Complex.normSq ((B *ᵥ ψ) i))
      + t ^ 2 * expect B (B *ᵥ ψ) := fun t => by
    have e : expect B (ψ + (t : ℂ) • (B *ᵥ ψ)) = expect B ψ
        + 2 * t * (∑ i, Complex.normSq ((B *ᵥ ψ) i)) + t ^ 2 * expect B (B *ᵥ ψ) := by
      simp only [expect, Matrix.mulVec_add, Matrix.mulVec_smul, star_add, star_smul,
        add_dotProduct, dotProduct_add, smul_dotProduct, dotProduct_smul, smul_eq_mul,
        Complex.star_def, Complex.conj_ofReal, Complex.add_re, Complex.re_ofReal_mul]
      linear_combination t * h1 + t * h2
    linarith [hpos (ψ + (t : ℂ) • (B *ᵥ ψ))]
  have hb := hpos (B *ᵥ ψ)
  have hb1 : expect B (B *ᵥ ψ) + 1 ≠ 0 := by linarith
  obtain ⟨s, hs⟩ : ∃ s, ∑ i, Complex.normSq ((B *ᵥ ψ) i) = s * (expect B (B *ᵥ ψ) + 1) :=
    ⟨_, (div_mul_cancel₀ _ hb1).symm⟩
  have k := key (-s)
  rw [hs] at k
  have hs2 : s ^ 2 = 0 := by
    nlinarith [sq_nonneg s, mul_nonneg (sq_nonneg s) hb]
  have hs0 : s = 0 := pow_eq_zero_iff two_ne_zero |>.1 hs2
  have hker := eq_zero_of_sum_normSq (hs.trans (by rw [hs0, zero_mul]))
  rw [hsub] at hker
  exact sub_eq_zero.1 hker
```

## A potential that enters linearly

Linear coupling means that the external field acts only through the site operators, each weighted by its potential. For a fixed state,

$$\langle H(v)\rangle_\psi=\langle H_0\rangle_\psi+\sum_i v_i\langle n_i\rangle_\psi ,$$

which is affine in $v$. `expect_ham` proves this by induction over the sites.

Nonlinear coupling can destroy convexity. Take one particle on two uncoupled sites with energies $v_0$ and $v_1^2$. It can sit on site $0$ in a ground state exactly when $v_0\le v_1^2$. This holds at $(1,1)$ and $(1,-1)$, but not at their midpoint $(1,0)$.

```lean
/-- The energy of a fixed state is its internal energy plus the potential paired with its
density. -/
theorem expect_ham (M : LatticeModel L m) (v : L → ℝ) (ψ : m → ℂ) :
    expect (M.ham v) ψ = expect M.H0 ψ + ∑ i, v i * expect (M.n i) ψ := by
  classical
  have hs : ∀ s : Finset L, expect (∑ i ∈ s, (v i : ℂ) • M.n i) ψ
      = ∑ i ∈ s, v i * expect (M.n i) ψ := fun s => by
    induction s using Finset.induction_on with
    | empty => simp [expect]
    | insert a s ha ih =>
      rw [Finset.sum_insert ha, Finset.sum_insert ha, ← ih]
      simp only [expect, Matrix.add_mulVec, Matrix.smul_mulVec, dotProduct_add,
        dotProduct_smul, smul_eq_mul, Complex.add_re, Complex.re_ofReal_mul]
  rw [← hs]
  simp only [expect, LatticeModel.ham, Matrix.add_mulVec, dotProduct_add, Complex.add_re]
```

## The same density at both potentials

Let $\psi$ be a ground state at $v$ and $\chi$ one at $w$, both with density $\rho$. Minimality at $v$ gives

$$\langle H_0\rangle_\psi+\sum_i v_i\rho_i\le\langle H_0\rangle_\chi+\sum_i v_i\rho_i .$$

Cancel the potential terms and add $\sum_i w_i\rho_i$ to both sides. Then $\langle H(w)\rangle_\psi\le\langle H(w)\rangle_\chi\le\langle H(w)\rangle_\varphi$ for every unit $\varphi$, so $\psi$ is also a ground state at $w$. In `ground_state_shared`, `e` records the equal densities and `linarith` performs the cancellation.

With different densities the terms need not cancel: on two uncoupled sites, reversing the order of the site energies moves the particle to the other site.

```lean
/-- A ground state with density `ρ` in one potential is a ground state in every potential
that has some ground state with density `ρ`. -/
theorem ground_state_shared (M : LatticeModel L m) {v w ρ : L → ℝ} {ψ : m → ℂ}
    (hv : IsGroundState (M.ham v) ψ) (hψ : M.density ψ = ρ) (hw : w ∈ M.potentials ρ) :
    IsGroundState (M.ham w) ψ := by
  obtain ⟨χ, hχ, hd⟩ := hw
  have e : ∀ i, expect (M.n i) ψ = expect (M.n i) χ :=
    fun i => congrFun (hψ.trans hd.symm) i
  refine ⟨hv.unit, fun φ hφ => le_trans ?_ (hχ.le φ hφ)⟩
  -- equal densities: the potential terms cancel in both comparisons
  have h1 := hv.le χ hχ.unit
  simp only [expect_ham, e] at h1 ⊢
  linarith
```

## Some ground state, not necessarily the only one

If the set is nonempty, fix one such $\psi$. The shared-state result shows that the set consists of exactly those $w$ satisfying

$$\langle H_0\rangle_\psi+\sum_i w_i\rho_i\le\langle H_0\rangle_\varphi+\sum_i w_i\langle n_i\rangle_\varphi$$

for all unit $\varphi$. Each condition defines a closed half-space or the whole space. Both sides are continuous in $w$, so the intersection is closed. If $x$ and $y$ satisfy a condition, multiplying by weights $a,b\ge0$ with $a+b=1$ and adding gives it for $ax+by$. In the proof, `hset` is the intersection, `cont` the continuity and `mix` the weighted sum.

Allowing degeneracy matters for closedness. Requiring a unique ground state up to phase would remove the boundary $v_0=v_1$ in the two-site example below.

```lean
/-- For every `ρ`, the set of potentials for which some ground state has density `ρ` is
closed and convex. -/
theorem potentials_closed_convex (M : LatticeModel L m) (ρ : L → ℝ) :
    IsClosed (M.potentials ρ) ∧ Convex ℝ (M.potentials ρ) := by
  rcases (M.potentials ρ).eq_empty_or_nonempty with h | ⟨v, ψ, hv, hd⟩
  · rw [h]
    exact ⟨isClosed_empty, convex_empty⟩
  -- one fixed state `ψ` tests all potentials
  have hset : M.potentials ρ = ⋂ φ : m → ℂ, ⋂ _ : star φ ⬝ᵥ φ = 1,
      {w | expect (M.ham w) ψ ≤ expect (M.ham w) φ} := by
    ext w
    simp only [Set.mem_iInter, Set.mem_ofPred_eq]
    exact ⟨fun hw => (ground_state_shared M hv hd hw).le, fun hw => ⟨ψ, ⟨hv.unit, hw⟩, hd⟩⟩
  have cont : ∀ φ, Continuous fun w => expect (M.ham w) φ := fun φ => by
    simp only [expect_ham]
    fun_prop
  rw [hset]
  refine ⟨isClosed_iInter fun φ => isClosed_iInter fun _ => isClosed_le (cont ψ) (cont φ),
    convex_iInter fun φ => convex_iInter fun _ => ?_⟩
  intro x hx y hy a b ha hb hab
  have mix : ∀ χ, expect (M.ham (a • x + b • y)) χ
      = a * expect (M.ham x) χ + b * expect (M.ham y) χ := fun χ => by
    simp only [expect_ham, Pi.add_apply, Pi.smul_apply, smul_eq_mul, add_mul, mul_add,
      Finset.sum_add_distrib, Finset.mul_sum, mul_assoc]
    linear_combination (-(expect M.H0 χ)) * hab
  have h1 := mul_le_mul_of_nonneg_left (Set.mem_ofPred_eq ▸ hx) ha
  have h2 := mul_le_mul_of_nonneg_left (Set.mem_ofPred_eq ▸ hy) hb
  show expect (M.ham (a • x + b • y)) ψ ≤ expect (M.ham (a • x + b • y)) φ
  rw [mix ψ, mix φ]
  exact add_le_add h1 h2
```

Subtracting the Schrödinger equations at $v$ and $w$ for the shared state gives

$$\sum_i(v_i-w_i)n_i\,\psi=\Big(\sum_i(v_i-w_i)\rho_i\Big)\psi .$$

This is weaker than Hohenberg–Kohn uniqueness: it does not force $v-w$ to be constant over the sites.

```lean
/-- If `v` and `w` both have a ground state with the density of `ψ`, and `ψ` is a ground state for
`v`, then the operator of `v - w` acts on `ψ` as the number `∑ (v i - w i) ρ i`, where `ρ` is the
density of `ψ`. -/
theorem potential_difference (M : LatticeModel L m) {v w : L → ℝ} {ψ : m → ℂ}
    (hv : IsGroundState (M.ham v) ψ) (hw : w ∈ M.potentials (M.density ψ)) :
    (∑ i, ((v i - w i : ℝ) : ℂ) • M.n i) *ᵥ ψ
      = ((∑ i, (v i - w i) * M.density ψ i : ℝ) : ℂ) • ψ := by
  have herm : ∀ u, (M.ham u).IsHermitian := fun u => by
    have hn : ∀ i, (M.n i)ᴴ = M.n i := fun i => (M.n_herm i).eq
    unfold Matrix.IsHermitian
    simp only [LatticeModel.ham, Matrix.conjTranspose_add, Matrix.conjTranspose_sum,
      Matrix.conjTranspose_smul, M.H0_herm.eq, hn, Complex.star_def, Complex.conj_ofReal]
  have hdiff : ∑ i, ((v i - w i : ℝ) : ℂ) • M.n i = M.ham v - M.ham w := by
    simp only [LatticeModel.ham, Complex.ofReal_sub, sub_smul, Finset.sum_sub_distrib]
    abel
  have hE : expect (M.ham v) ψ - expect (M.ham w) ψ
      = ∑ i, (v i - w i) * M.density ψ i := by
    simp only [expect_ham, LatticeModel.density, sub_mul, Finset.sum_sub_distrib]
    ring
  -- subtract the two Schrödinger equations for the shared ground state
  rw [hdiff, Matrix.sub_mulVec, ground_state_eigen (herm v) hv,
    ground_state_eigen (herm w) (ground_state_shared M hv rfl hw), ← sub_smul,
    ← Complex.ofReal_sub, hE]
```

## One particle on two uncoupled sites

Here $H_0=0$ and $\langle H(v)\rangle_\varphi=v_0|\varphi_0|^2+v_1|\varphi_1|^2$. Density $(1,0)$ puts the particle on site $0$, with energy $v_0$. Comparison with site $1$ requires $v_0\le v_1$. Conversely, any unit $\varphi$ has energy $v_0+(v_1-v_0)|\varphi_1|^2\ge v_0$ when $v_0\le v_1$. The set is therefore a half-plane, and its members can differ by more than a constant.

```lean
/-- One particle on two sites without hopping. -/
def dimer : LatticeModel (Fin 2) (Fin 2) where
  H0 := 0
  n := ![!![1, 0; 0, 0], !![0, 0; 0, 1]]
  H0_herm := Matrix.conjTranspose_zero
  n_herm := by
    intro i
    fin_cases i <;> ext a b <;> fin_cases a <;> fin_cases b <;>
      simp [Matrix.conjTranspose_apply]

/-- The density of the two-site particle is given by the squared moduli of its amplitudes. -/
theorem dimer_density (φ : Fin 2 → ℂ) :
    dimer.density φ = ![Complex.normSq (φ 0), Complex.normSq (φ 1)] := by
  refine funext (Fin.forall_fin_two.2 ⟨?_, ?_⟩) <;>
    simp [LatticeModel.density, expect, dimer, dotProduct, Matrix.mulVec, Fin.sum_univ_two,
      Complex.normSq_apply]
```

`dimer_potentials` proves the two directions by these same comparisons.

```lean
/-- For the two-site particle without hopping, the potentials with a ground state localised
on site `0` form the half-plane `v 0 ≤ v 1`. -/
theorem dimer_potentials : dimer.potentials ![1, 0] = {v | v 0 ≤ v 1} := by
  ext v
  have en : ∀ φ, expect (dimer.ham v) φ
      = v 0 * Complex.normSq (φ 0) + v 1 * Complex.normSq (φ 1) := fun φ => by
    have h0 : expect (dimer.n 0) φ = Complex.normSq (φ 0) := congrFun (dimer_density φ) 0
    have h1 : expect (dimer.n 1) φ = Complex.normSq (φ 1) := congrFun (dimer_density φ) 1
    rw [expect_ham, Fin.sum_univ_two, h0, h1]
    simp [expect, dimer]
  constructor
  · rintro ⟨ψ, hψ, hd⟩
    rw [dimer_density] at hd
    have d0 : Complex.normSq (ψ 0) = 1 := congrFun hd 0
    have d1 : Complex.normSq (ψ 1) = 0 := congrFun hd 1
    -- compare with the particle on site `1`
    have h := hψ.le ![0, 1] (by simp [dotProduct, Fin.sum_univ_two])
    rw [en ψ, en ![0, 1], d0, d1] at h
    simpa using h
  · intro hv
    have hv' : v 0 ≤ v 1 := hv
    refine ⟨![1, 0], ⟨by simp [dotProduct, Fin.sum_univ_two], fun φ hφ => ?_⟩, ?_⟩
    · rw [star_dot_self, Fin.sum_univ_two] at hφ
      have hn : Complex.normSq (φ 0) + Complex.normSq (φ 1) = 1 := by exact_mod_cast hφ
      have e : expect (dimer.ham v) ![1, 0] = v 0 := by rw [en]; simp
      rw [e, en φ, show Complex.normSq (φ 0) = 1 - Complex.normSq (φ 1) by linarith]
      nlinarith [mul_nonneg (sub_nonneg.2 hv') (Complex.normSq_nonneg (φ 1))]
    · rw [dimer_density]
      simp

end

end LatticePotentialSet
```

In the smaller case of a one-dimensional state space, every potential has the same ground state up to phase, so the set is all of $\mathbb R^L$ for that state's density and empty for any other $\rho$.

```lean
#print axioms LatticePotentialSet.potentials_closed_convex
#print axioms LatticePotentialSet.potential_difference
#print axioms LatticePotentialSet.dimer_potentials
```

```
'LatticePotentialSet.potentials_closed_convex' depends on axioms: [propext, Classical.choice, Quot.sound]
'LatticePotentialSet.potential_difference' depends on axioms: [propext, Classical.choice, Quot.sound]
'LatticePotentialSet.dimer_potentials' depends on axioms: [propext, Classical.choice, Quot.sound]
```
